# With an orbital gap, exact separation of the MP2 denominators takes as many terms as there are distinct excitation energies

In Laplace-transform MP2 (second-order Møller–Plesset perturbation theory), one step is to choose the number $r$ of quadrature points. The quadrature replaces each energy denominator by a sum of products,

$$\frac{1}{\Delta_p+\Delta_q}\;\approx\;\sum_{k=1}^{r} w_k\,e^{-t_k\Delta_p}\,e^{-t_k\Delta_q},$$

where $p$ and $q$ label single excitations, $\Delta_p$ and $\Delta_q$ are their energies, taken as differences of orbital energies, and $t_k$, $w_k$ are the quadrature points and weights. Within each term of this sum, the dependence on $p$ is separated from the dependence on $q$. If every occupied orbital lies below every virtual one, no sum of products with fewer terms than there are distinct excitation energies reproduces all the denominators, whatever functions replace the exponentials. A shorter sum therefore has an error in at least one denominator, though that error may be small.

The argument starts from a more general matrix, $1/(a_i+b_j)$, and comes to orbital energies at the end.

## Energy denominators as a matrix

```lean
import Mathlib

open Matrix

namespace EnergyDenominatorRank

noncomputable section

variable {K ι κ : Type*} [Field K]
```

The first line loads the mathematical library Mathlib. The `variable` line introduces a field `K`, which may be read as the real numbers, and two index sets `ι` and `κ` for rows and columns. The braces mean that Lean works these out from context.

```lean
/-- The matrix of energy denominators `1 / (a i + b j)`. -/
def energyDenominator (a : ι → K) (b : κ → K) : Matrix ι κ K :=
  Matrix.of fun i j => 1 / (a i + b j)
```

This defines the matrix $D$ with entries

$$D_{ij}=\frac{1}{a_i+b_j}.$$

A family of numbers $a_i$ is a function `a : ι → K`, so Lean writes `a i` for $a_i$. `Matrix.of fun i j => ...` builds a matrix from the formula for its entries.

```lean
/-- The matrix `D` is exactly a sum of `r` products of a function of the row index
and a function of the column index. -/
def HasSeparatedForm (D : Matrix ι κ K) (r : ℕ) : Prop :=
  ∃ (f : Fin r → ι → K) (g : Fin r → κ → K), ∀ i j, D i j = ∑ k, f k i * g k j
```

`HasSeparatedForm D r` is a statement about $D$, which may be true or false: there are functions $f_k$ and $g_k$, with $k$ running over $r$ values, such that

$$D_{ij}=\sum_{k} f_k(i)\,g_k(j)\qquad\text{for all } i,j.$$

`Fin r` is the set $\{0,\dots,r-1\}$. The equality is exact and covers every entry. The functions are arbitrary, so exponentials are one admissible choice among many.

## Only the zero vector is annihilated

```lean
/-- For distinct `a i`, distinct `b j` and nonvanishing sums, the only vector annihilated by
the energy denominators is zero. -/
theorem eq_zero_of_mulVec_eq_zero [Fintype ι] {a b : ι → K}
    (ha : Function.Injective a) (hb : Function.Injective b)
    (hab : ∀ i j, a i + b j ≠ 0) {c : ι → K}
    (h : energyDenominator a b *ᵥ c = 0) : c = 0 := by
  classical
  -- the numerator left after clearing all denominators
  let P : Polynomial K := ∑ j, Polynomial.C (c j) *
    ∏ k ∈ Finset.univ.erase j, (Polynomial.X + Polynomial.C (b k))
  have heval : ∀ x, P.eval x = ∑ j, c j * ∏ k ∈ Finset.univ.erase j, (x + b k) := by
    intro x
    simp [P, Polynomial.eval_finsetSum, Polynomial.eval_prod]
  have hroot : ∀ i, P.eval (a i) = 0 := by
    intro i
    have hi := congrFun h i
    simp only [Matrix.mulVec, dotProduct, energyDenominator, Matrix.of_apply,
      Pi.zero_apply] at hi
    rw [heval]
    calc ∑ j, c j * ∏ k ∈ Finset.univ.erase j, (a i + b k)
        = (∏ k, (a i + b k)) * ∑ j, 1 / (a i + b j) * c j := by
          rw [Finset.mul_sum]
          refine Finset.sum_congr rfl fun j _ => ?_
          have hp : (a i + b j) * ∏ k ∈ Finset.univ.erase j, (a i + b k)
              = ∏ k, (a i + b k) :=
            Finset.mul_prod_erase Finset.univ (fun k => a i + b k) (Finset.mem_univ j)
          have hne := hab i j
          rw [← hp]
          field_simp
      _ = 0 := by rw [hi, mul_zero]
  funext j
  have hcard : 0 < Fintype.card ι := Fintype.card_pos_iff.2 ⟨j⟩
  have hdeg : P.natDegree ≤ Fintype.card ι - 1 := by
    refine Polynomial.natDegree_sum_le_of_forall_le _ _ fun l _ => ?_
    refine (Polynomial.natDegree_C_mul_le _ _).trans ?_
    refine (Polynomial.natDegree_prod_le _ _).trans ?_
    simp [Finset.card_erase_of_mem]
  -- too many roots for its degree
  have hP : P = 0 :=
    Polynomial.eq_zero_of_natDegree_lt_card_of_eval_eq_zero P ha hroot (by omega)
  -- at `-b j` only the term carrying `c j` survives
  have hj := heval (-b j)
  rw [hP, Polynomial.eval_zero, Finset.sum_eq_single j] at hj
  · have hprod : ∏ k ∈ Finset.univ.erase j, (-b j + b k) ≠ 0 := by
      refine Finset.prod_ne_zero_iff.2 fun k hk h0 => ?_
      exact (Finset.mem_erase.1 hk).1 (hb (by linear_combination h0))
    exact (mul_eq_zero.1 hj.symm).resolve_right hprod
  · intro l _ hl
    rw [Finset.prod_eq_zero (Finset.mem_erase.2 ⟨hl.symm, Finset.mem_univ j⟩)
      (neg_add_cancel (b j)), mul_zero]
  · intro hn
    exact absurd (Finset.mem_univ j) hn
```

Rows and columns now share one finite index set with $n$ elements. `Function.Injective a` says that the $a_i$ are distinct, and `hb` says the same of the $b_j$. The hypothesis `hab` says that no sum $a_i+b_j$ vanishes, which is true in particular for real numbers with positive sums. The symbol `*ᵥ` multiplies a matrix by a vector. The theorem says that $Dc=0$ forces $c=0$.

By hand, suppose that $\sum_j c_j/(a_i+b_j)=0$ for every $i$. Clearing the denominators suggests the polynomial

$$P(x)=\sum_j c_j\prod_{k\neq j}(x+b_k).$$

At $x=a_i$ the full product can be taken out:

$$P(a_i)=\Big(\prod_k (a_i+b_k)\Big)\sum_j\frac{c_j}{a_i+b_j}=0.$$

So $P$ vanishes at the $n$ distinct points $a_i$. If $n=0$ there is no component of $c$ to check. Otherwise each product in $P$ has $n-1$ factors, so the degree of $P$ is at most $n-1$, and a polynomial with more roots than its degree allows is zero.

Now evaluate $P$ at $x=-b_j$. Every summand with index $l\neq j$ contains the factor $-b_j+b_j=0$. Only the $j$ summand is left:

$$0=P(-b_j)=c_j\prod_{k\neq j}(b_k-b_j).$$

The $b_k$ are distinct, so the product is nonzero and $c_j=0$.

The Lean proof takes the same route. Each `have` states an intermediate fact and proves it:

- `heval` gives the value of $P$ at any point.
- `hroot` is the calculation at $a_i$, where `field_simp` cancels the denominator.
- `hdeg` bounds the degree.
- `hP` concludes that $P=0$.

The call to `Finset.sum_eq_single j` then reduces the sum at $-b_j$ to one term. It leaves three things to show, marked by dots: the surviving term gives $c_j=0$, the other terms vanish, and $j$ really belongs to the index set.

## Invertibility and the lower bound

```lean
/-- For distinct `a i`, distinct `b j` and nonvanishing sums, the matrix `1 / (a i + b j)`
is invertible. -/
theorem isUnit_energyDenominator [Fintype ι] [DecidableEq ι] {a b : ι → K}
    (ha : Function.Injective a) (hb : Function.Injective b)
    (hab : ∀ i j, a i + b j ≠ 0) : IsUnit (energyDenominator a b) := by
  rw [← Matrix.mulVec_injective_iff_isUnit]
  intro u v huv
  refine sub_eq_zero.1 (eq_zero_of_mulVec_eq_zero ha hb hab ?_)
  rw [Matrix.mulVec_sub]
  exact sub_eq_zero.2 huv
```

`IsUnit` says that the matrix has a two-sided inverse. A square matrix over a field is invertible exactly when multiplication by it sends different vectors to different vectors, and the `rw` line replaces the goal by that condition. If $Du=Dv$, then $D(u-v)=0$, and the previous theorem gives $u-v=0$.

```lean
/-- A separated form of an invertible matrix has at least as many terms as the matrix has
rows. -/
theorem card_le_of_isUnit [Fintype ι] [DecidableEq ι] {D : Matrix ι ι K} {r : ℕ}
    (hD : IsUnit D) (h : HasSeparatedForm D r) : Fintype.card ι ≤ r := by
  obtain ⟨f, g, hfg⟩ := h
  -- the separated form is a factorisation through `r` dimensions
  let F : Matrix ι (Fin r) K := Matrix.of fun i k => f k i
  let G : Matrix (Fin r) ι K := Matrix.of fun k j => g k j
  have hFG : D = F * G := by
    ext i j
    simp [F, G, Matrix.mul_apply, hfg]
  calc Fintype.card ι = D.rank := (Matrix.rank_of_isUnit D hD).symm
    _ = (F * G).rank := by rw [hFG]
    _ ≤ F.rank := Matrix.rank_mul_le_left F G
    _ ≤ Fintype.card (Fin r) := Matrix.rank_le_card_width F
    _ = r := Fintype.card_fin r
```

This theorem concerns any invertible $n\times n$ matrix $D$. Suppose that it has a separated form with $r$ terms. Put $F_{ik}=f_k(i)$ and $G_{kj}=g_k(j)$. The separated form is then the matrix product $D=FG$, where $F$ has $r$ columns. Hence

$$n=\operatorname{rank}D=\operatorname{rank}(FG)\le\operatorname{rank}F\le r.$$

The `calc` block at the end of the proof is this chain, with the justification of each step written beside it. `Fintype.card ι` is Lean's name for $n$.

## One term for each distinct value

```lean
/-- Energy denominators have a separated form with `r` terms whenever `r` is at least the
number of distinct values among the `a i`. -/
theorem hasSeparatedForm_of_card_image_le [Fintype ι] [DecidableEq K]
    (a : ι → K) (b : κ → K) {r : ℕ} (hr : (Finset.univ.image a).card ≤ r) :
    HasSeparatedForm (energyDenominator a b) r := by
  classical
  have hc : Fintype.card (Finset.univ.image a) ≤ Fintype.card (Fin r) := by
    rw [Fintype.card_coe, Fintype.card_fin]
    exact hr
  obtain ⟨φ⟩ := Function.Embedding.nonempty_of_card_le hc
  have hmem : ∀ i, a i ∈ Finset.univ.image a := fun i =>
    Finset.mem_image_of_mem a (Finset.mem_univ i)
  -- term `k` selects the rows whose energy carries the label `k`
  let e : Fin r → K := Function.extend φ (fun x => (x : K)) (fun _ => 0)
  have he : ∀ i, e (φ ⟨a i, hmem i⟩) = a i := fun i =>
    φ.injective.extend_apply _ _ _
  refine ⟨fun k i => if k = φ ⟨a i, hmem i⟩ then 1 else 0,
    fun k j => 1 / (e k + b j), fun i j => ?_⟩
  rw [Finset.sum_eq_single (φ ⟨a i, hmem i⟩)]
  · simp only [if_true, he, one_mul, energyDenominator, Matrix.of_apply]
  · intro k _ hk
    simp only [if_neg hk, zero_mul]
  · intro hn
    exact absurd (Finset.mem_univ _) hn
```

This is the construction in the other direction. `Finset.univ.image a` is the set of values taken by the $a_i$, with repetitions removed, and `.card` counts its elements. By hand, use one term for each distinct value $x$:

$$\frac{1}{a_i+b_j}=\sum_{x}\delta_{a_i,x}\,\frac{1}{x+b_j}.$$

The Kronecker delta depends only on the row and the fraction only on the column. Rows with equal $a_i$ share a term.

Lean's terms are numbered by `Fin r`, so the proof chooses an injective labelling `φ` of the distinct values by term numbers. This is possible because there are at most $r$ values. The function `e` recovers the value from its label and returns zero at unused labels. That zero has no effect, since no row selects an unused label. The line beginning `refine ⟨fun k i => ...` supplies $f_k(i)$, which is 1 if $k$ is the label of $a_i$ and 0 otherwise, together with $g_k(j)=1/(e_k+b_j)$.

No condition on the sums $a_i+b_j$ appears here. Lean sets $1/0=0$, and the identity then holds at such entries too.

```lean
/-- For `n` distinct `a i`, `n` distinct `b j` and nonvanishing sums, the denominators
`1 / (a i + b j)` have an exact separated form with `r` terms if and only if `n ≤ r`. -/
theorem hasSeparatedForm_iff [Fintype ι] {a b : ι → K}
    (ha : Function.Injective a) (hb : Function.Injective b)
    (hab : ∀ i j, a i + b j ≠ 0) (r : ℕ) :
    HasSeparatedForm (energyDenominator a b) r ↔ Fintype.card ι ≤ r := by
  classical
  refine ⟨card_le_of_isUnit (isUnit_energyDenominator ha hb hab), fun hr => ?_⟩
  apply hasSeparatedForm_of_card_image_le
  rw [Finset.card_image_of_injective _ ha, Finset.card_univ]
  exact hr
```

The two directions meet in an equivalence. For $n$ distinct $a_i$, $n$ distinct $b_j$ and nonvanishing sums, a separated form with $r$ terms exists if and only if $n\le r$. The forward direction combines invertibility with the rank bound. For the reverse direction, distinct $a_i$ take exactly $n$ values, so the construction needs no more than $n$ terms.

## Orbital energies and excitations

```lean
variable {O V : Type*}

/-- The energy `ε_a - ε_i` of the single excitation from occupied orbital `i` to virtual
orbital `a`, in terms of orbital energies. -/
def excitationEnergy (εo : O → ℝ) (εv : V → ℝ) (p : O × V) : ℝ := εv p.2 - εo p.1
```

`O` and `V` are the sets of occupied and virtual orbitals, and `εo` and `εv` give their real energies. A single excitation is a pair $p=(i,a)$, with `p.1` the occupied orbital and `p.2` the virtual one. From here on $a$ and $b$ name virtual orbitals, as is usual in perturbation theory. The excitation energy is $\Delta_p=\varepsilon_a-\varepsilon_i$, a plain difference of orbital energies without any interaction between the excited electron and the hole.

```lean
/-- The denominator `1 / (ε_a + ε_b - ε_i - ε_j)` of second-order perturbation theory, as a
matrix between the single excitations `(i, a)` and `(j, b)`. -/
def mp2Denominator (εo : O → ℝ) (εv : V → ℝ) : Matrix (O × V) (O × V) ℝ :=
  Matrix.of fun p q => 1 / (εv p.2 + εv q.2 - εo p.1 - εo q.1)
```

With $p=(i,a)$ and $q=(j,b)$, the matrix entry is

$$\frac{1}{\varepsilon_a+\varepsilon_b-\varepsilon_i-\varepsilon_j}.$$

The sign convention makes the denominators positive when there is a gap. The opposite sign could be absorbed into the $f_k$ and would leave the number of terms unchanged. The matrix contains all pairs of excitations, including those with $i=j$ or $a=b$, which contribute nothing to the energy in a spin-orbital calculation because their antisymmetrised integrals vanish. The result concerns this full matrix of denominators and not the correlation energy computed with it.

## The exact minimum for MP2

```lean
/-- If every occupied orbital lies below every virtual one, the second-order denominators have
an exact separated form with `r` terms if and only if `r` is at least the number of distinct
single-excitation energies. -/
theorem mp2_hasSeparatedForm_iff [Fintype O] [Fintype V] (εo : O → ℝ) (εv : V → ℝ)
    (gap : ∀ i a, εo i < εv a) (r : ℕ) :
    HasSeparatedForm (mp2Denominator εo εv) r ↔
      (Finset.univ.image (excitationEnergy εo εv)).card ≤ r := by
  classical
  have hD : mp2Denominator εo εv =
      energyDenominator (excitationEnergy εo εv) (excitationEnergy εo εv) := by
    ext p q
    simp only [mp2Denominator, energyDenominator, excitationEnergy, Matrix.of_apply]
    congr 1
    ring
  rw [hD]
  refine ⟨?_, fun hr => hasSeparatedForm_of_card_image_le _ _ hr⟩
  rintro ⟨f, g, hfg⟩
  -- keep one excitation for each distinct energy
  have hex : ∀ x : Finset.univ.image (excitationEnergy εo εv),
      ∃ p, excitationEnergy εo εv p = (x : ℝ) := by
    intro x
    obtain ⟨p, _, hp⟩ := Finset.mem_image.1 x.2
    exact ⟨p, hp⟩
  choose p hp using hex
  have hpos : ∀ x : Finset.univ.image (excitationEnergy εo εv), 0 < (x : ℝ) := by
    intro x
    rw [← hp x]
    exact sub_pos.2 (gap _ _)
  have hsub : HasSeparatedForm (energyDenominator
      (fun x : Finset.univ.image (excitationEnergy εo εv) => (x : ℝ))
      (fun x : Finset.univ.image (excitationEnergy εo εv) => (x : ℝ))) r := by
    refine ⟨fun k x => f k (p x), fun k x => g k (p x), fun x y => ?_⟩
    have hxy := hfg (p x) (p y)
    simpa only [energyDenominator, Matrix.of_apply, hp] using hxy
  have hcard := (hasSeparatedForm_iff Subtype.val_injective Subtype.val_injective
    (fun x y => (add_pos (hpos x) (hpos y)).ne') r).1 hsub
  rwa [Fintype.card_coe] at hcard

end

end EnergyDenominatorRank
```

The hypothesis `gap` says that every occupied orbital energy is strictly below every virtual one. Physically, this is a system with a finite gap between its highest occupied and lowest unoccupied levels. The orbital energies are otherwise arbitrary given numbers, and degeneracies are allowed. The sets of orbitals are finite, as in a calculation with a finite basis.

Let $m$ be the number of distinct values among the $\Delta_p$. The theorem says that a separated form with $r$ terms exists if and only if $m\le r$. For occupied energies $-2,-1$ and virtual energies $1,2$, the four excitations have energies $3,4,2,3$, so three terms are necessary and sufficient for the $4\times4$ matrix.

The argument by hand begins by regrouping the denominator:

$$\varepsilon_a+\varepsilon_b-\varepsilon_i-\varepsilon_j=\Delta_p+\Delta_q.$$

The matrix is therefore of the earlier kind, with the excitation energies in both roles. This is `hD` in the proof. The previous construction gives a form with $r$ terms whenever $m\le r$.

For the converse, suppose that a form with $r$ terms exists. For each distinct excitation energy $x$, choose one excitation $p(x)$ that has this energy. Keeping only these rows and columns leaves the $m\times m$ matrix $1/(x+y)$, where $x$ and $y$ run over the distinct energies. It inherits a form with $r$ terms:

$$\frac{1}{x+y}=\sum_k f_k(p(x))\,g_k(p(y)).$$

The energies $x$ are distinct by construction and positive because of the gap, so no sum $x+y$ vanishes. The equivalence for distinct values then gives $m\le r$.

In Lean, `choose p hp using hex` makes the selection $p(x)$, `hpos` records positivity, and `hsub` is the inherited form. The last lines apply `hasSeparatedForm_iff` to the smaller matrix and read off the count.

The separation here is between the two excitations. The Laplace form goes further and factorises over all four orbital indices. If a sum of that kind is exact, it is a separated form in the present sense and has at least $m$ terms, but the construction that attains $m$ terms need not split in that way. An approximate quadrature may have fewer. Nor does the theorem say how small the error of a shorter sum can be. Nearly equal excitation energies count as distinct here, although an approximation may treat them together at little cost.

```lean
#print axioms EnergyDenominatorRank.mp2_hasSeparatedForm_iff
```

```
'EnergyDenominatorRank.mp2_hasSeparatedForm_iff' depends on axioms: [propext, Classical.choice, Quot.sound]
```
